# Energy of N ≥ 2 Pair-Interacting Fermions on a Finite Set from the Two-Particle Density Matrix

Once a lattice calculation has produced a two-particle density matrix \(D\) of unit trace, the energy is the number of pairs, \(N(N-1)/2\), times the contraction of \(D\) with a two-particle matrix \(K\), without returning to the wavefunction. The theorem below justifies this step for \(N\ge2\) fermions with finitely many one-particle labels, a one-body matrix \(h\) and a pair potential \(V\) diagonal in those labels.

## States and operators

```lean
import Mathlib

open Matrix
open scoped Kronecker

namespace PairReducedEnergy

noncomputable section

variable {α : Type*} {N n : ℕ}
```

`α` is the set of one-particle labels, for instance site and spin. `Fin N` numbers the particles \(0,\dots,N-1\), so a configuration \(x\) is a function `Fin N → α`.

```lean
/-- A wavefunction is antisymmetric if permuting the particles multiplies it by the sign of
the permutation. -/
def IsAntisymmetric (ψ : (Fin N → α) → ℂ) : Prop :=
  ∀ (σ : Equiv.Perm (Fin N)) (x : Fin N → α),
    ψ (x ∘ σ) = ((Equiv.Perm.sign σ : ℤ) : ℂ) * ψ x
```

Antisymmetry reads \(\psi(x\circ\sigma)=\operatorname{sgn}(\sigma)\,\psi(x)\) for every permutation \(\sigma\).

```lean
/-- The configuration with the first two particles at `p` and the others at `z`. -/
def join (p : α × α) (z : Fin n → α) : Fin (n + 2) → α :=
  Matrix.vecCons p.1 (Matrix.vecCons p.2 z)
```

From here \(N=n+2\), which builds in \(N\ge2\). `join p z` is the configuration \((p,z)\), with particles 0 and 1 at the pair \(p\) and the others at \(z\).

```lean
/-- Splitting a configuration into the first two particles and the rest. -/
def splitPair : (Fin n → α) × (α × α) ≃ (Fin (n + 2) → α) where
  toFun q := join q.2 q.1
  invFun x := (fun k => x k.succ.succ, (x 0, x 1))
  left_inv q := by
    obtain ⟨z, a, b⟩ := q
    simp [join]
  right_inv x := by
    funext k
    refine Fin.cases ?_ (fun k => ?_) k
    · rfl
    · refine Fin.cases ?_ (fun k => ?_) k
      · simp [join]
      · rfl
```

This splitting is a bijection: the last two fields prove that the two maps undo each other.

```lean
/-- The amplitude of the first two particles when the others are held at `z`. -/
def slice (ψ : (Fin (n + 2) → α) → ℂ) (z : Fin n → α) : α × α → ℂ :=
  fun p => ψ (join p z)
```

The pair amplitude is \(\phi_z(p)=\psi(p,z)\), not separately normalised.

```lean
variable [Fintype α]

/-- The one-body operator `h` acting on particle `i`. -/
def oneBody (h : Matrix α α ℂ) (i : Fin N) (ψ : (Fin N → α) → ℂ) : (Fin N → α) → ℂ :=
  fun x => ∑ a, h (x i) a * ψ (Function.update x i a)
```

`α` is now finite. Writing \(x^{i\to a}\) for \(x\) with entry \(i\) replaced by \(a\), we have \((h_i\psi)(x)=\sum_a h(x_i,a)\,\psi(x^{i\to a})\).

```lean
omit [Fintype α] in
/-- The pair potential `V` acting between particles `i` and `j`. -/
def pairBody (V : α → α → ℂ) (i j : Fin N) (ψ : (Fin N → α) → ℂ) : (Fin N → α) → ℂ :=
  fun x => V (x i) (x j) * ψ x
```

The interaction multiplies: \((V_{ij}\psi)(x)=V(x_i,x_j)\psi(x)\). General two-electron integrals in an orbital basis are not of this diagonal form and are not covered.

```lean
/-- The Hamiltonian: one-body terms of all particles plus the interaction of all pairs. -/
def hamiltonian (h : Matrix α α ℂ) (V : α → α → ℂ) (ψ : (Fin N → α) → ℂ) :
    (Fin N → α) → ℂ :=
  ∑ i, oneBody h i ψ + ∑ i, ∑ j, if i < j then pairBody V i j ψ else 0
```

\(H=\sum_i h_i+\sum_{i<j}V_{ij}\). Neither Hermitian \(h\) nor real or symmetric \(V\) is required.

```lean
/-- The two-particle density matrix: all particles but the first two are traced out. -/
def pairDensity (ψ : (Fin (n + 2) → α) → ℂ) : Matrix (α × α) (α × α) ℂ :=
  Matrix.of fun p q => ∑ z, slice ψ z p * star (slice ψ z q)
```

\(D(p,q)=\sum_z\phi_z(p)\,\phi_z(q)^*\).

```lean
/-- The reduced two-particle Hamiltonian `(h ⊗ 1 + 1 ⊗ h) / (N - 1) + V`, for `N ≥ 2`. -/
def reducedHamiltonian [DecidableEq α] (N : ℕ) (h : Matrix α α ℂ) (V : α → α → ℂ) :
    Matrix (α × α) (α × α) ℂ :=
  ((N : ℂ) - 1)⁻¹ • (h ⊗ₖ (1 : Matrix α α ℂ) + (1 : Matrix α α ℂ) ⊗ₖ h) +
    Matrix.diagonal fun p => V p.1 p.2
```

\[K=\frac{h\otimes1+1\otimes h}{N-1}+\operatorname{diag}V.\]
Each particle belongs to \(N-1\) pairs; the division compensates for counting its one-body term in each.

## All particles and all pairs are equivalent

```lean
/-- A sum over configurations is a sum over the first two particles and over the rest. -/
theorem sum_tuples (F : (Fin (n + 2) → α) → ℂ) :
    ∑ x, F x = ∑ z : Fin n → α, ∑ p : α × α, F (join p z) := by
  rw [← Equiv.sum_comp splitPair, Fintype.sum_prod_type]
  rfl
```

The bijection gives \(\sum_xF(x)=\sum_z\sum_pF(p,z)\).

```lean
/-- If relabelling the particles by `σ` turns `φ` into the sign of `σ` times `φ'`, then `φ` and `φ'`
have the same overlap with every antisymmetric `ψ`. -/
theorem overlap_relabel {ψ φ φ' : (Fin N → α) → ℂ} (hψ : IsAntisymmetric ψ)
    (σ : Equiv.Perm (Fin N))
    (hφ : ∀ x, φ (x ∘ σ) = ((Equiv.Perm.sign σ : ℤ) : ℂ) * φ' x) :
    star ψ ⬝ᵥ φ' = star ψ ⬝ᵥ φ := by
  have hs : star ((Equiv.Perm.sign σ : ℤ) : ℂ) * ((Equiv.Perm.sign σ : ℤ) : ℂ) = 1 := by
    rcases Int.units_eq_one_or (Equiv.Perm.sign σ) with h | h <;> simp [h]
  unfold dotProduct
  refine Fintype.sum_equiv (Equiv.arrowCongr σ.symm (Equiv.refl α)) _ _ fun x => ?_
  change star (ψ x) * φ' x = star (ψ (x ∘ σ)) * φ (x ∘ σ)
  rw [hψ σ x, hφ x, star_mul]
  linear_combination (-(star (ψ x) * φ' x)) * hs
```

`star ψ ⬝ᵥ φ` is \(\langle\psi,\phi\rangle=\sum_x\psi(x)^*\phi(x)\). Let \(s=\operatorname{sgn}\sigma\) and suppose \(\phi(x\circ\sigma)=s\,\phi'(x)\). Then
\[\langle\psi,\phi\rangle=\sum_x\psi(x\circ\sigma)^*\phi(x\circ\sigma)=s^2\sum_x\psi(x)^*\phi'(x)=\langle\psi,\phi'\rangle.\]

The proof turns on `Fintype.sum_equiv`, Lean's change of summation variable. It takes a bijection, here \(x\mapsto x\circ\sigma\) built by `Equiv.arrowCongr`, and asks only that the summands agree term by term. That check uses `hs`, which says \(s^2=1\).

```lean
/-- In an antisymmetric state every particle has the same one-body expectation. -/
theorem expect_oneBody {ψ : (Fin (n + 2) → α) → ℂ} (hψ : IsAntisymmetric ψ)
    (h : Matrix α α ℂ) (i : Fin (n + 2)) :
    star ψ ⬝ᵥ oneBody h i ψ = star ψ ⬝ᵥ oneBody h 0 ψ := by
  refine overlap_relabel hψ (Equiv.swap 0 i) fun x => ?_
  have hu : ∀ a, Function.update (x ∘ Equiv.swap 0 i) 0 a
      = Function.update x i a ∘ Equiv.swap 0 i := by
    intro a
    funext k
    have hk : Equiv.swap 0 i k = i ↔ k = 0 := by
      rw [Equiv.swap_apply_eq_iff, Equiv.swap_apply_right]
    simp only [Function.update_apply, Function.comp_apply, hk]
  have hp := hψ (Equiv.swap 0 i)
  simp only [oneBody, hu, hp, Function.comp_apply, Equiv.swap_apply_left, Finset.mul_sum]
  refine Finset.sum_congr rfl fun a _ => ?_
  ring
```

Let \(\tau\) swap 0 and \(i\). Replacing entry 0 of \(x\circ\tau\) equals replacing entry \(i\) of \(x\) and then relabelling (`hu`), so
\[(h_0\psi)(x\circ\tau)=\sum_a h(x_i,a)\,\psi(x^{i\to a}\circ\tau)=\operatorname{sgn}(\tau)\,(h_i\psi)(x).\]
The previous lemma gives \(\langle h_i\rangle=\langle h_0\rangle\), where \(\langle A\rangle=\langle\psi,A\psi\rangle\).

```lean
/-- In an antisymmetric state every pair of particles has the same interaction energy. -/
theorem expect_pairBody {ψ : (Fin (n + 2) → α) → ℂ} (hψ : IsAntisymmetric ψ)
    (V : α → α → ℂ) {i j : Fin (n + 2)} (hij : i ≠ j) :
    star ψ ⬝ᵥ pairBody V i j ψ = star ψ ⬝ᵥ pairBody V 0 1 ψ := by
  have hperm : ∀ (σ : Equiv.Perm (Fin (n + 2))) (a b : Fin (n + 2)),
      star ψ ⬝ᵥ pairBody V (σ a) (σ b) ψ = star ψ ⬝ᵥ pairBody V a b ψ :=
    fun σ a b => overlap_relabel hψ σ fun x => by
      simp only [pairBody, hψ σ x, Function.comp_apply]
      ring
  -- first move `i` to particle 0, then `j` to particle 1
  have h1 := hperm (Equiv.swap 0 i) i j
  rw [Equiv.swap_apply_right] at h1
  have hk : Equiv.swap 0 i j ≠ 0 := fun h => hij (by
    have h' := congrArg (Equiv.swap 0 i) h
    simpa using h'.symm)
  generalize Equiv.swap 0 i j = k at h1 hk
  have h2 := hperm (Equiv.swap 1 k) 0 1
  rw [Equiv.swap_apply_left, Equiv.swap_apply_of_ne_of_ne zero_ne_one hk.symm] at h2
  exact h1.symm.trans h2
```

Likewise \((V_{ab}\psi)(x\circ\sigma)=s\,(V_{\sigma(a)\sigma(b)}\psi)(x)\), hence \(\langle V_{\sigma(a)\sigma(b)}\rangle=\langle V_{ab}\rangle\). One swap takes \(i\) to 0 and \(j\) to some \(k\ne0\); a second relates \((0,k)\) to \((0,1)\). Thus \(\langle V_{ij}\rangle=\langle V_{01}\rangle\).

```lean
/-- Among `N` particles there are `N (N - 1) / 2` pairs. -/
theorem pair_count (N : ℕ) :
    (∑ i : Fin N, ∑ j : Fin N, if i < j then (1 : ℂ) else 0) = (N : ℂ) * ((N : ℂ) - 1) / 2 := by
  induction N with
  | zero => simp
  | succ N ih =>
    simp only [Fin.sum_univ_succ, Fin.succ_lt_succ_iff, Fin.succ_pos,
      Fin.not_lt_zero, if_true, if_false, Finset.sum_const, Finset.card_univ,
      Fintype.card_fin, nsmul_eq_mul, zero_add, mul_one]
    rw [ih]
    push_cast
    ring
```

By induction, an extra particle adds \(N\) pairs: \(N(N-1)/2+N=(N+1)N/2\).

## From the trace to the energy

```lean
/-- The trace of a pair operator against the two-particle density matrix is the sum of its
expectations in the pair amplitudes. -/
theorem trace_mul_pairDensity (ψ : (Fin (n + 2) → α) → ℂ) (A : Matrix (α × α) (α × α) ℂ) :
    (A * pairDensity ψ).trace = ∑ z, star (slice ψ z) ⬝ᵥ A *ᵥ slice ψ z := by
  simp only [Matrix.trace, Matrix.diag_apply, Matrix.mul_apply, pairDensity, Matrix.of_apply,
    dotProduct, Matrix.mulVec, Pi.star_apply, Finset.mul_sum]
  symm
  refine Finset.sum_comm.trans (Finset.sum_congr rfl fun p _ => ?_)
  refine Finset.sum_comm.trans (Finset.sum_congr rfl fun q _ => ?_)
  refine Finset.sum_congr rfl fun z _ => ?_
  ring
```

Inserting \(D\) and reordering the sums,
\[\operatorname{tr}(AD)=\sum_{p,q}A(p,q)D(q,p)=\sum_z\langle\phi_z,A\phi_z\rangle.\]

```lean
/-- The two-particle density matrix of a normalised state has unit trace. -/
theorem trace_pairDensity {ψ : (Fin (n + 2) → α) → ℂ} (hn : star ψ ⬝ᵥ ψ = 1) :
    (pairDensity ψ).trace = 1 := by
  classical
  have h := trace_mul_pairDensity ψ 1
  simp only [Matrix.one_mul, Matrix.one_mulVec] at h
  rw [h, ← hn]
  exact (sum_tuples fun x => star (ψ x) * ψ x).symm
```

With \(A=1\), \(\operatorname{tr}D=\sum_{z,p}|\psi(p,z)|^2=\langle\psi,\psi\rangle=1\).

```lean
variable [DecidableEq α]

/-- The reduced Hamiltonian acts on a pair amplitude as the one-body terms of the first two
particles, divided by `N - 1`, plus their interaction. -/
theorem reducedHamiltonian_mulVec (h : Matrix α α ℂ) (V : α → α → ℂ)
    (ψ : (Fin (n + 2) → α) → ℂ) (z : Fin n → α) (p : α × α) :
    (reducedHamiltonian (n + 2) h V *ᵥ slice ψ z) p =
      (((n + 2 : ℕ) : ℂ) - 1)⁻¹ * (oneBody h 0 ψ (join p z) + oneBody h 1 ψ (join p z)) +
        pairBody V 0 1 ψ (join p z) := by
  have j0 : join p z 0 = p.1 := by simp [join]
  have j1 : join p z 1 = p.2 := by simp [join]
  have u0 : ∀ a, Function.update (join p z) 0 a = join (a, p.2) z := by
    intro a
    funext k
    refine Fin.cases ?_ (fun k => ?_) k <;> simp [join]
  have u1 : ∀ a, Function.update (join p z) 1 a = join (p.1, a) z := by
    intro a
    funext k
    refine Fin.cases ?_ (fun k => ?_) k
    · simp [join]
    · refine Fin.cases ?_ (fun k => ?_) k
      · simp [join]
      · rw [Function.update_of_ne (Fin.succ_succ_ne_one k)]
        rfl
  have h1 : ((h ⊗ₖ (1 : Matrix α α ℂ)) *ᵥ slice ψ z) p = oneBody h 0 ψ (join p z) := by
    simp only [Matrix.mulVec, dotProduct, Matrix.kroneckerMap_apply, Fintype.sum_prod_type,
      Matrix.one_apply, oneBody, u0, j0, slice]
    simp
  have h2 : (((1 : Matrix α α ℂ) ⊗ₖ h) *ᵥ slice ψ z) p = oneBody h 1 ψ (join p z) := by
    simp only [Matrix.mulVec, dotProduct, Matrix.kroneckerMap_apply,
      Fintype.sum_prod_type_right, Matrix.one_apply, oneBody, u1, j1, slice]
    simp
  rw [reducedHamiltonian, Matrix.add_mulVec, Matrix.smul_mulVec, Matrix.add_mulVec]
  simp only [Pi.add_apply, Pi.smul_apply, smul_eq_mul]
  rw [h1, h2, Matrix.mulVec_diagonal]
  simp only [pairBody, j0, j1, slice]
```

For \(p=(a,b)\), the Kronecker delta removes one sum:
\[((h\otimes1)\phi_z)(a,b)=\sum_{a'}h(a,a')\,\psi(a',b,z)=(h_0\psi)(p,z).\]
The other term gives \(h_1\) in the same way, and the diagonal part gives \(V_{01}\). The facts `u0` and `u1` identify the replaced configurations.

```lean
/-- For an antisymmetric `N`-particle wavefunction `ψ`, not necessarily normalised, with `N = n +
2`, the quantity `⟨ψ, H ψ⟩` is `N (N - 1) / 2` times the trace of the reduced Hamiltonian against
the two-particle density matrix. -/
theorem energy_eq_trace {ψ : (Fin (n + 2) → α) → ℂ} (hψ : IsAntisymmetric ψ)
    (h : Matrix α α ℂ) (V : α → α → ℂ) :
    star ψ ⬝ᵥ hamiltonian h V ψ =
      ((n + 2 : ℕ) : ℂ) * (((n + 2 : ℕ) : ℂ) - 1) / 2 *
        (reducedHamiltonian (n + 2) h V * pairDensity ψ).trace := by
  have hsum : ∀ f : Fin (n + 2) → (Fin (n + 2) → α) → ℂ,
      star ψ ⬝ᵥ ∑ i, f i = ∑ i, star ψ ⬝ᵥ f i := by
    intro f
    simp only [dotProduct, Finset.sum_apply, Finset.mul_sum]
    exact Finset.sum_comm
  have hW : ∀ i j : Fin (n + 2), star ψ ⬝ᵥ (if i < j then pairBody V i j ψ else 0) =
      (if i < j then (1 : ℂ) else 0) * (star ψ ⬝ᵥ pairBody V 0 1 ψ) := by
    intro i j
    split_ifs with hij
    · rw [one_mul]
      exact expect_pairBody hψ V hij.ne
    · simp
  -- the trace only involves the first two particles
  have htr : (reducedHamiltonian (n + 2) h V * pairDensity ψ).trace =
      star ψ ⬝ᵥ ((((n + 2 : ℕ) : ℂ) - 1)⁻¹ • (oneBody h 0 ψ + oneBody h 1 ψ) +
        pairBody V 0 1 ψ) := by
    rw [trace_mul_pairDensity]
    unfold dotProduct
    refine Eq.trans ?_ (sum_tuples _).symm
    refine Finset.sum_congr rfl fun z _ => Finset.sum_congr rfl fun p _ => ?_
    rw [reducedHamiltonian_mulVec]
    rfl
  have hne : ((n + 2 : ℕ) : ℂ) - 1 ≠ 0 := by
    intro h0
    push_cast at h0
    exact Nat.cast_add_one_ne_zero (R := ℂ) n (by linear_combination h0)
  rw [htr, dotProduct_add, dotProduct_smul, dotProduct_add, expect_oneBody hψ h 1, smul_eq_mul,
    hamiltonian, dotProduct_add, hsum, hsum,
    Finset.sum_congr rfl fun i _ => expect_oneBody hψ h i,
    Finset.sum_const, Finset.card_univ, Fintype.card_fin, nsmul_eq_mul]
  simp only [hsum, hW, ← Finset.sum_mul, pair_count]
  linear_combination
    (-(((n + 2 : ℕ) : ℂ) * (star ψ ⬝ᵥ oneBody h 0 ψ))) * mul_inv_cancel₀ hne
```

Combining the lemmas,
\[\operatorname{tr}(KD)=\frac{\langle h_0\rangle+\langle h_1\rangle}{N-1}+\langle V_{01}\rangle=\frac{2\langle h_0\rangle}{N-1}+\langle V_{01}\rangle,\]
\[\frac{N(N-1)}2\operatorname{tr}(KD)=N\langle h_0\rangle+\frac{N(N-1)}2\langle V_{01}\rangle=\langle H\rangle.\]
In Lean, `htr` is the trace formula, `hW` and `pair_count` collect the interactions, and the final `linear_combination` cancels \(N-1\). For unnormalised nonzero \(\psi\), divide both sides by \(\langle\psi,\psi\rangle\) to obtain the mean energy.

A code may store a multiple of \(D\) instead. If the stored matrix \(D'\) runs over all ordered pairs \((a,b)\), as here, the mean energy is \(\frac{N(N-1)}2\operatorname{tr}(KD')/\operatorname{tr}D'\) whatever the multiple. For trace \(N(N-1)\), for instance, it is half the contraction with \(K\). A matrix stored only over pairs \(a<b\) must first be expanded by antisymmetry, and the trace taken afterwards, because the expansion doubles it.

```lean
/-- If `c` bounds the real part of the reduced Hamiltonian's expectation from below on antisymmetric
pair functions, then `N (N - 1) / 2 * c` is a lower bound on the real part of the energy of every
normalised antisymmetric `N`-particle state. -/
theorem energy_lower_bound {ψ : (Fin (n + 2) → α) → ℂ} (hψ : IsAntisymmetric ψ)
    (hn : star ψ ⬝ᵥ ψ = 1) (h : Matrix α α ℂ) (V : α → α → ℂ) (c : ℝ)
    (hc : ∀ g : α × α → ℂ, (∀ a b, g (b, a) = -g (a, b)) →
      c * (star g ⬝ᵥ g).re ≤ (star g ⬝ᵥ reducedHamiltonian (n + 2) h V *ᵥ g).re) :
    ((n + 2 : ℕ) : ℝ) * (((n + 2 : ℕ) : ℝ) - 1) / 2 * c ≤
      (star ψ ⬝ᵥ hamiltonian h V ψ).re := by
  -- pair amplitudes inherit the antisymmetry
  have hanti : ∀ z a b, slice ψ z (b, a) = -slice ψ z (a, b) := by
    intro z a b
    have hj : join (b, a) z = join (a, b) z ∘ Equiv.swap 0 1 := by
      funext k
      refine Fin.cases ?_ (fun k => ?_) k
      · simp [join]
      · refine Fin.cases ?_ (fun k => ?_) k
        · simp [join]
        · rw [Function.comp_apply, Equiv.swap_apply_of_ne_of_ne (Fin.succ_ne_zero _)
            (Fin.succ_succ_ne_one k)]
          rfl
    change ψ (join (b, a) z) = -ψ (join (a, b) z)
    rw [hj, hψ (Equiv.swap 0 1), Equiv.Perm.sign_swap zero_ne_one]
    simp
  have h1 := trace_mul_pairDensity ψ 1
  simp only [Matrix.one_mul, Matrix.one_mulVec, trace_pairDensity hn] at h1
  have htr : c ≤ (reducedHamiltonian (n + 2) h V * pairDensity ψ).trace.re := by
    rw [trace_mul_pairDensity, Complex.re_sum]
    calc c = ∑ z, c * (star (slice ψ z) ⬝ᵥ slice ψ z).re := by
          rw [← Finset.mul_sum, ← Complex.re_sum, ← h1, Complex.one_re, mul_one]
      _ ≤ _ := Finset.sum_le_sum fun z _ => hc _ (hanti z)
  have hC : ((n + 2 : ℕ) : ℂ) * (((n + 2 : ℕ) : ℂ) - 1) / 2 =
      ((((n + 2 : ℕ) : ℝ) * (((n + 2 : ℕ) : ℝ) - 1) / 2 : ℝ) : ℂ) := by
    push_cast
    rfl
  rw [energy_eq_trace hψ, hC, Complex.re_ofReal_mul]
  refine mul_le_mul_of_nonneg_left htr ?_
  have h0 : (0 : ℝ) ≤ n := n.cast_nonneg
  push_cast
  nlinarith [mul_nonneg h0 h0]

end

end PairReducedEnergy
```

Suppose \(\operatorname{Re}\langle g,Kg\rangle\ge c\langle g,g\rangle\) for every antisymmetric pair function \(g\). Swapping particles 0 and 1 shows that each \(\phi_z\) is such a function, so for normalised \(\psi\)
\[\operatorname{Re}\operatorname{tr}(KD)=\sum_z\operatorname{Re}\langle\phi_z,K\phi_z\rangle\ge c\sum_z\langle\phi_z,\phi_z\rangle=c.\]
Multiplying by \(N(N-1)/2\ge0\) gives the energy bound. For at least two labels, Hermitian \(h\) and real symmetric \(V\), \(c\) can be the lowest eigenvalue of \(K\) on antisymmetric pairs, obtained from a two-particle diagonalisation.

```lean
#print axioms PairReducedEnergy.trace_mul_pairDensity
#print axioms PairReducedEnergy.energy_lower_bound
```

```
'PairReducedEnergy.trace_mul_pairDensity' depends on axioms: [propext, Classical.choice, Quot.sound]
'PairReducedEnergy.energy_lower_bound' depends on axioms: [propext, Classical.choice, Quot.sound]
```
